# Zero diagonal Lanczos coefficients from an anticommuting isometry that fixes the seed

Let V be a real inner product space with inner product ⟨x, y⟩, and let L : V → V be a linear map, not necessarily symmetric. Let S : V → V be a linear isometry, so that ⟨Sx, Sy⟩ = ⟨x, y⟩, with

S L = −L S.

A vector q has parity (−1)^j if Sq = (−1)^j q. A Lanczos chain q_0, …, q_N obeys

q_1 = L q_0 − a_0 q_0,

q_(j+2) = L q_(j+1) − a_(j+1) q_(j+1) − b_(j+1) q_j for j + 2 ≤ N,

with arbitrary real b_(j+1). The vectors are nonzero but not normalised, and for every j ≤ N

a_j = ⟨q_j, L q_j⟩ / ⟨q_j, q_j⟩.

Normalising the vectors leaves a_j unchanged and rescales only the off-diagonal coefficients.

The anticommutation stands for the symmetry between excitation and de-excitation. In linear-response theory with real orbitals and a real, frequency-independent kernel, let u and v be the sum and difference of the forward and backward amplitudes. The Liouvillian then has the form L(u, v) = (Dv, Ku) with linear maps D and K, where K contains the orbital-energy differences as well as the kernel, and S(u, v) = (−u, v) anticommutes with it. A real local perturbation gives a source of the form (0, v), which S fixes.

## The alternating parity of the chain

The claim is that if S q_0 = q_0, then a_j = 0 for every j ≤ N.

First, L has no matrix element between vectors of equal parity. If Sp = (−1)^j p and Sq = (−1)^j q, then

⟨p, Lq⟩ = ⟨Sp, SLq⟩ = −⟨Sp, LSq⟩ = −(−1)^(2j) ⟨p, Lq⟩ = −⟨p, Lq⟩,

so ⟨p, Lq⟩ = 0.

Secondly, if a_i = 0 for all i < n, then q_n has parity (−1)^n. For n = 0 this is the assumption on the seed. For n = 1, S q_1 = S L q_0 = −L q_0 = −q_1. For n = k + 2,

S q_(k+2) = −L S q_(k+1) − b_(k+1) S q_k
= (−1)^(k+2) L q_(k+1) − (−1)^k b_(k+1) q_k
= (−1)^(k+2) q_(k+2).

Now suppose that a_i = 0 for all i < j. Then q_j has a definite parity, so ⟨q_j, L q_j⟩ = 0, and since q_j ≠ 0, a_j = 0. Strong induction on j completes the proof. Neither S² = 1 nor orthogonality of the q_j has been used.

The same argument shows that the odd moments of L vanish: L^m q_0 has parity (−1)^m, so ⟨q_0, L^m q_0⟩ equals its own negative when m is odd. This moment identity rests on the argument just given and is not part of the Lean development below.

## Left vectors and opposite frequencies

The two-sided method also builds left vectors p_j from the adjoint L′ of L, and uses a_j = ⟨p_j, L q_j⟩ / ⟨p_j, q_j⟩. If S² = 1, then for all x and v

⟨SL′x, v⟩ = ⟨L′x, Sv⟩ = ⟨x, LSv⟩ = ⟨Sx, SLSv⟩ = −⟨Sx, Lv⟩ = −⟨L′Sx, v⟩.

Hence S L′ = −L′ S. If S fixes both seeds, p_j and q_j have the same parity at each step, and the induction runs as before.

For the response at real frequency ω, let (ω − L)x = s and (−ω − L)y = s, with Ss = s. Applying S to the first equation gives

ω Sx + L Sx = s,

so −Sx solves the equation at −ω. If −ω is not an eigenvalue of L, that solution is unique and Sx = −y. For an observable d with Sd = σd,

⟨d, x⟩ = ⟨Sd, Sx⟩ = −σ⟨d, y⟩.

In the (u, v) representation a dipole observable d has the form (w, 0), so σ = −1 and the response is even in ω.

## The recursion in Lean

The space `V` is a real inner product space of any dimension, and completeness is not required.

```lean
import Mathlib

open scoped InnerProductSpace

namespace LiouvilleLanczosParity

noncomputable section

variable {V : Type*} [NormedAddCommGroup V] [InnerProductSpace ℝ V]
```

The structure `LanczosChain` records the recursion up to `N`. For N = 0 it imposes nothing, and the main theorem then concerns a_0 alone. Because `L` is a linear map from all of `V` to `V`, an unbounded operator is covered only when `V` is taken to be a domain that both the operator and `S` map into itself.

```lean
/-- The vectors `q 0, ..., q N` follow the three-term Lanczos recursion of `L` with
diagonal coefficients `a` and backward coefficients `b`. -/
structure LanczosChain (L : V →ₗ[ℝ] V) (q : ℕ → V) (a b : ℕ → ℝ) (N : ℕ) : Prop where
  first : 1 ≤ N → q 1 = L (q 0) - a 0 • q 0
  step : ∀ j, j + 2 ≤ N →
    q (j + 2) = L (q (j + 1)) - a (j + 1) • q (j + 1) - b (j + 1) • q j
```

## Matrix elements and parity

The type `V →ₗᵢ[ℝ] V` makes `S` a linear isometry, and `hSL` is the anticommutation. The proof starts from `S.inner_map_map`, which is ⟨Sp, SLq⟩ = ⟨p, Lq⟩. Rewriting the left side by anticommutation and parity produces the minus sign, and `linear_combination` solves for the matrix element, using that the square of (−1)^j is 1.

```lean
/-- If the isometry `S` anticommutes with `L`, then `L` has no matrix element between two
vectors of the same parity `(-1)^j` under `S`. -/
theorem matrix_element_eq_zero (S : V →ₗᵢ[ℝ] V) (L : V →ₗ[ℝ] V)
    (hSL : ∀ x, S (L x) = -L (S x)) (j : ℕ) {p q : V}
    (hp : S p = (-1 : ℝ) ^ j • p) (hq : S q = (-1 : ℝ) ^ j • q) :
    ⟪p, L q⟫_ℝ = 0 := by
  have h := S.inner_map_map p (L q)
  rw [hSL, hp, hq, map_smul, inner_neg_right, real_inner_smul_left,
    real_inner_smul_right] at h
  have hs : (-1 : ℝ) ^ j * (-1 : ℝ) ^ j = 1 := by
    rw [← mul_pow]; norm_num
  -- the matrix element equals its own negative
  linear_combination (-1 / 2 : ℝ) * h - (⟪p, L q⟫_ℝ / 2) * hs
```

The next theorem is the parity statement, with the vanishing of the earlier coefficients as the hypothesis `ha`. Its three cases are n = 0, n = 1 and n = k + 2. In the last, `e1` and `e0` are the parities of the two preceding vectors, and `module` collects the signs.

```lean
/-- Let `S` anticommute with `L` and leave the seed `q 0` unchanged. If the diagonal
coefficients before step `n` vanish, the Lanczos vector `q n` has parity `(-1)^n`. -/
theorem chain_parity (S : V →ₗᵢ[ℝ] V) (L : V →ₗ[ℝ] V)
    (hSL : ∀ x, S (L x) = -L (S x)) {q : ℕ → V} {a b : ℕ → ℝ} {N : ℕ}
    (h : LanczosChain L q a b N) (h0 : S (q 0) = q 0) (n : ℕ) (hn : n ≤ N)
    (ha : ∀ i < n, a i = 0) : S (q n) = (-1 : ℝ) ^ n • q n := by
  induction n using Nat.strong_induction_on with
  | _ n ih =>
    rcases n with _ | _ | k
    · simp [h0]
    · have hs : q (0 + 1) = L (q 0) - a 0 • q 0 := h.first (by omega)
      rw [hs, ha 0 (by omega), zero_smul, sub_zero, hSL, h0]
      simp
    · have e1 := ih (k + 1) (by omega) (by omega) (fun i hi => ha i (by omega))
      have e0 := ih k (by omega) (by omega) (fun i hi => ha i (by omega))
      have hs : q (k + 1 + 1) = L (q (k + 1)) - a (k + 1) • q (k + 1) - b (k + 1) • q k :=
        h.step k (by omega)
      -- `L` flips the parity of `q (k+1)`, which then agrees with that of `q k`
      rw [hs, ha (k + 1) (by omega), zero_smul, sub_zero, map_sub, map_smul, hSL, e1, e0,
        map_smul]
      simp only [pow_succ]
      module
```

## The diagonal coefficients

In the main theorem the Rayleigh quotient appears as a product, a_j⟨q_j, q_j⟩ = ⟨q_j, L q_j⟩, in the hypothesis `hcoef`. If q_j were zero, this relation would leave a_j undetermined; `hne` excludes that. In a run that terminates, N is therefore at most the index of the last nonzero vector.

The proof obtains the parity `hP` from the induction hypothesis, replaces the matrix element by zero, and cancels the nonzero factor ⟨q_j, q_j⟩.

```lean
/-- Let the isometry `S` anticommute with `L` and leave the seed unchanged. In a Lanczos chain
of nonzero vectors with `a j` the Rayleigh quotient of `L` at `q j`, every `a j` vanishes. -/
theorem lanczos_diagonal_eq_zero (S : V →ₗᵢ[ℝ] V) (L : V →ₗ[ℝ] V)
    (hSL : ∀ x, S (L x) = -L (S x)) {q : ℕ → V} {a b : ℕ → ℝ} {N : ℕ}
    (h : LanczosChain L q a b N) (h0 : S (q 0) = q 0)
    (hne : ∀ j ≤ N, q j ≠ 0)
    (hcoef : ∀ j ≤ N, a j * ⟪q j, q j⟫_ℝ = ⟪q j, L (q j)⟫_ℝ) :
    ∀ j ≤ N, a j = 0 := by
  intro j
  induction j using Nat.strong_induction_on with
  | _ j ih =>
    intro hj
    have hP := chain_parity S L hSL h h0 j hj (fun i hi => ih i hi (by omega))
    have hc := hcoef j hj
    rw [matrix_element_eq_zero S L hSL j hP hP] at hc
    exact (mul_eq_zero.mp hc).resolve_right (inner_self_ne_zero.mpr (hne j hj))
```

In a linear-response code meant to satisfy these hypotheses, a nonzero diagonal coefficient points to rounding, a programming error or a hypothesis that fails, such as a seed of mixed parity.

## The two-sided recursion

The adjoint enters as a second linear map `L'` with the defining relation `hadj`, so its existence is assumed. The proof tests the desired equality against every vector `v` and follows the chain of inner products derived above; `hS` is the condition S² = 1.

```lean
/-- If an isometry `S` with `S² = 1` anticommutes with `L`, it also anticommutes with the
adjoint `L'` of `L`. -/
theorem adjoint_anticommutes (S : V →ₗᵢ[ℝ] V) (L L' : V →ₗ[ℝ] V)
    (hS : ∀ x, S (S x) = x) (hSL : ∀ x, S (L x) = -L (S x))
    (hadj : ∀ x y, ⟪L' x, y⟫_ℝ = ⟪x, L y⟫_ℝ) (x : V) :
    S (L' x) = -L' (S x) := by
  refine ext_inner_right ℝ fun v => ?_
  have h1 := S.inner_map_map (L' x) (S v)
  have h2 := S.inner_map_map x (L (S v))
  rw [hS] at h1
  rw [hSL, hS, inner_neg_right] at h2
  rw [h1, hadj, inner_neg_left, hadj, h2]
```

The right and left chains share the coefficients `a` but may have different backward coefficients `b` and `c`. Biorthogonality is not assumed, only that each overlap ⟨p_j, q_j⟩ is nonzero. The proof applies `chain_parity` once to each chain.

```lean
/-- Two-sided Lanczos: let `S`, an isometry with `S² = 1`, anticommute with `L` and fix both
seeds. If right and left chains (of `L` and its adjoint) share the coefficients
`a j = ⟨p j, L q j⟩ / ⟨p j, q j⟩` with nonzero overlaps, every `a j` vanishes. -/
theorem two_sided_diagonal_eq_zero (S : V →ₗᵢ[ℝ] V) (L L' : V →ₗ[ℝ] V)
    (hS : ∀ x, S (S x) = x) (hSL : ∀ x, S (L x) = -L (S x))
    (hadj : ∀ x y, ⟪L' x, y⟫_ℝ = ⟪x, L y⟫_ℝ)
    {p q : ℕ → V} {a b c : ℕ → ℝ} {N : ℕ}
    (hq : LanczosChain L q a b N) (hp : LanczosChain L' p a c N)
    (hq0 : S (q 0) = q 0) (hp0 : S (p 0) = p 0)
    (hne : ∀ j ≤ N, ⟪p j, q j⟫_ℝ ≠ 0)
    (hcoef : ∀ j ≤ N, a j * ⟪p j, q j⟫_ℝ = ⟪p j, L (q j)⟫_ℝ) :
    ∀ j ≤ N, a j = 0 := by
  have hSL' := adjoint_anticommutes S L L' hS hSL hadj
  intro j
  induction j using Nat.strong_induction_on with
  | _ j ih =>
    intro hj
    have hQ := chain_parity S L hSL hq hq0 j hj (fun i hi => ih i hi (by omega))
    have hP := chain_parity S L' hSL' hp hp0 j hj (fun i hi => ih i hi (by omega))
    have hc := hcoef j hj
    rw [matrix_element_eq_zero S L hSL j hP hQ] at hc
    exact (mul_eq_zero.mp hc).resolve_right (hne j hj)
```

## Response at ω and −ω

The vectors `x` and `y` are given as solutions, and `hreg` says that −ω is not an eigenvalue. The frequency is real, so a complex frequency with a damping term is not treated. In the proof, `h2` is the uniqueness step y + Sx = 0, and the isometry then relates the two responses.

```lean
/-- Let `S` anticommute with `L` and fix the source `s`, and let `x`, `y` be the responses at
frequencies `ω` and `-ω`, where `-ω` is not an eigenvalue of `L`. An observable `d` with
`S d = σ d` then has response at `ω` equal to `-σ` times its response at `-ω`. -/
theorem response_frequency_parity (S : V →ₗᵢ[ℝ] V) (L : V →ₗ[ℝ] V)
    (hSL : ∀ x, S (L x) = -L (S x)) {s d x y : V} {ω σ : ℝ}
    (hs : S s = s) (hd : S d = σ • d)
    (hx : ω • x - L x = s) (hy : (-ω) • y - L y = s)
    (hreg : ∀ v, (-ω) • v - L v = 0 → v = 0) :
    ⟪d, x⟫_ℝ = -(σ * ⟪d, y⟫_ℝ) := by
  have h1 := congrArg S hx
  rw [map_sub, map_smul, hSL, hs] at h1
  -- `-S x` solves the response equation at `-ω`
  have h2 : y + S x = 0 := by
    apply hreg
    rw [map_add]
    linear_combination (norm := module) hy - h1
  have h3 : S x = -y := eq_neg_of_add_eq_zero_right h2
  have h := S.inner_map_map d x
  rw [hd, h3, real_inner_smul_left, inner_neg_right] at h
  linear_combination -h
```

## A chain of three sites

The example is a non-interacting particle on an open three-site chain. All site energies are zero, and the hopping amplitude is 1, which sets the unit of energy. With e_0, e_1, e_2 the site vectors, the Hamiltonian L acts as

L e_0 = e_1, L e_1 = e_0 + e_2, L e_2 = e_1.

The parity S reverses the sign on the middle site. The two end sites form one sublattice and the middle site the other. Every hop in this chain joins the two sublattices, so S anticommutes with L.

```lean
/-- The real Euclidean space of amplitudes on three sites. -/
abbrev ThreeSite := EuclideanSpace ℝ (Fin 3)

/-- Nearest-neighbour hopping on an open chain of three sites. -/
def hopping : ThreeSite →ₗ[ℝ] ThreeSite where
  toFun x := !₂[x 1, x 0 + x 2, x 1]
  map_add' x y := by
    ext i; fin_cases i <;> simp
    ring
  map_smul' c x := by
    ext i; fin_cases i <;> simp
    ring

/-- The sublattice parity, which changes the sign of the amplitude on the middle site. -/
def sublattice : ThreeSite →ₗᵢ[ℝ] ThreeSite where
  toFun x := !₂[x 0, -x 1, x 2]
  map_add' x y := by
    ext i; fin_cases i <;> simp
    ring
  map_smul' c x := by
    ext i; fin_cases i <;> simp
  norm_map' x := by
    simp [EuclideanSpace.norm_eq, Fin.sum_univ_three]

/-- The vector localised on site `j` for `j = 0, 1, 2`, and zero for larger `j`. -/
def site (j : ℕ) : ThreeSite :=
  !₂[if j = 0 then 1 else 0, if j = 1 then 1 else 0, if j = 2 then 1 else 0]
```

Starting from q_0 = e_0, the recursion gives q_1 = e_1 and, with b_1 = 1, q_2 = L e_1 − e_0 = e_2. These vectors already have unit norm. The theorem `lanczos_witness` confirms that they satisfy all the hypotheses of the main theorem for N = 2, with a nonzero backward coefficient. Its proof checks the identities entry by entry.

```lean
/-- Hopping on three sites is symmetric and anticommutes with the sublattice parity, an
involution that fixes site 0. The site vectors form a Lanczos chain of nonzero vectors with
`a = 0`, `b = 1`, and these `a` satisfy the Rayleigh-quotient relation. -/
theorem lanczos_witness :
    (∀ x, sublattice (sublattice x) = x) ∧
    (∀ x, sublattice (hopping x) = -hopping (sublattice x)) ∧
    (∀ x y, ⟪hopping x, y⟫_ℝ = ⟪x, hopping y⟫_ℝ) ∧
    sublattice (site 0) = site 0 ∧
    LanczosChain hopping site (fun _ => 0) (fun _ => 1) 2 ∧
    (∀ j ≤ 2, site j ≠ 0) ∧
    (∀ j ≤ 2, (0 : ℝ) * ⟪site j, site j⟫_ℝ = ⟪site j, hopping (site j)⟫_ℝ) := by
  refine ⟨fun x => ?_, fun x => ?_, fun x y => ?_, ?_, ⟨fun _ => ?_, fun j hj => ?_⟩,
    fun j hj h => ?_, fun j hj => ?_⟩
  · ext i; fin_cases i <;> simp [sublattice]
  · ext i; fin_cases i <;> simp [sublattice, hopping]
  · simp [hopping, PiLp.inner_apply, Fin.sum_univ_three]
    ring
  · ext i; fin_cases i <;> simp [sublattice, site]
  · ext i; fin_cases i <;> simp [hopping, site]
  · obtain rfl : j = 0 := by omega
    ext i; fin_cases i <;> simp [hopping, site]
  · have hsum := congrArg (fun v : ThreeSite => v 0 + v 1 + v 2) h
    interval_cases j <;> simp [site] at hsum
  · interval_cases j <;> simp [hopping, site, PiLp.inner_apply, Fin.sum_univ_three]
```

The condition on the seed matters. The vector q_0 = (1, 1, 0) mixes the parities, and L q_0 = (1, 1, 1). Therefore ⟨q_0, L q_0⟩ = 2 and ⟨q_0, q_0⟩ = 2, which gives a_0 = 1. The normalised seed (1, 1, 0)/√2 gives the same coefficient. The Lean proof evaluates the two inner products and solves 2a_0 = 2.

```lean
/-- For hopping on three sites, the seed `(1, 1, 0)` of mixed sublattice parity has first
diagonal Lanczos coefficient 1. -/
theorem mixed_seed_coefficient (a₀ : ℝ)
    (h : a₀ * ⟪(!₂[1, 1, 0] : ThreeSite), !₂[1, 1, 0]⟫_ℝ =
      ⟪(!₂[1, 1, 0] : ThreeSite), hopping !₂[1, 1, 0]⟫_ℝ) : a₀ = 1 := by
  have h1 : ⟪(!₂[1, 1, 0] : ThreeSite), !₂[1, 1, 0]⟫_ℝ = 2 := by
    rw [PiLp.inner_apply, Fin.sum_univ_three]
    norm_num
    -- the third entry of the seed is zero
    rfl
  have h2 : ⟪(!₂[1, 1, 0] : ThreeSite), hopping !₂[1, 1, 0]⟫_ℝ = 2 := by
    simp [hopping, PiLp.inner_apply, Fin.sum_univ_three]
    norm_num
  rw [h1, h2] at h
  linarith

end

end LiouvilleLanczosParity
```

```lean
#print axioms LiouvilleLanczosParity.lanczos_diagonal_eq_zero
#print axioms LiouvilleLanczosParity.two_sided_diagonal_eq_zero
#print axioms LiouvilleLanczosParity.response_frequency_parity
#print axioms LiouvilleLanczosParity.mixed_seed_coefficient
```

```
'LiouvilleLanczosParity.lanczos_diagonal_eq_zero' depends on axioms: [propext, Classical.choice, Quot.sound]
'LiouvilleLanczosParity.two_sided_diagonal_eq_zero' depends on axioms: [propext, Classical.choice, Quot.sound]
'LiouvilleLanczosParity.response_frequency_parity' depends on axioms: [propext, Classical.choice, Quot.sound]
'LiouvilleLanczosParity.mixed_seed_coefficient' depends on axioms: [propext, Classical.choice, Quot.sound]
```
